# The relative error of the recursion estimate for Drude dispersion coefficients vanishes at high order

Let n ≥ 2 be an integer and let K, s > 0 be real. For two identical Drude oscillators at distance d, the coefficient C(2n+2) multiplies −1/d^(2n+2) in the dispersion energy of second-order perturbation theory. Terms of third and higher order are not included; the fourth order also contributes at 1/d^12. C(2n+2) is written c_n, so c_2 is C6 and c_5 is C12.

```lean
import Mathlib

open Filter Topology
open scoped Nat

namespace DrudeDispersionRecursion

noncomputable section
```

The coefficients are given by

c_n = K (s/2)^(n−2) (2n−1)!! (2^n−2)/(4n).

For two identical isotropic Drude oscillators of mass m, frequency ω and polarisability volume α, K = ħωα² sets the strength and s = ħ/(mω) is the squared length scale. The formula is taken as the definition `drudeC`; it is not derived here from the oscillator Hamiltonian.

```lean
/-- The Drude dispersion coefficient `C(2n+2)`, for `n ≥ 2`, with overall strength `K` and
length-squared scale `s`. -/
def drudeC (K s : ℝ) (n : ℕ) : ℝ :=
  K * (s / 2) ^ (n - 2) * (((2 * n - 1)‼ : ℕ) : ℝ) * (2 ^ n - 2) / (4 * n)
```

The recursion estimates c_(n+3) from the three coefficients below it:

E_n = (c_(n+2)/c_(n+1))³ c_n.

Such a rule extends a short list of dispersion coefficients to higher multipoles; its error is determined here for the Drude pair only, not for real atoms.

```lean
/-- The recursion estimate of `C(2n+8)` from the three coefficients `C(2n+2)`, `C(2n+4)` and
`C(2n+6)`. -/
def recursionEstimate (K s : ℝ) (n : ℕ) : ℝ :=
  (drudeC K s (n + 2) / drudeC K s (n + 1)) ^ 3 * drudeC K s n
```

The quantity to study is R_n = E_n/c_(n+3).

```lean
/-- The recursion estimate divided by the true Drude coefficient. -/
def recursionRatio (K s : ℝ) (n : ℕ) : ℝ :=
  recursionEstimate K s n / drudeC K s (n + 3)
```

Two functions of n will be needed. The first is rational:

A_n = (2n+3)²(n+1)³(n+3) / [(2n+1)(2n+5) n (n+2)³].

```lean
/-- The part of the ratio that is a rational function of the order `n`. -/
def algebraicFactor (n : ℕ) : ℝ :=
  ((2 * n + 3) ^ 2 * (n + 1) ^ 3 * (n + 3)) / ((2 * n + 1) * (2 * n + 5) * n * (n + 2) ^ 3)
```

The second, with u_k = 2^k − 2, is

X_n = u_(n+2)³ u_n / [u_(n+1)³ u_(n+3)].

```lean
/-- The part of the ratio that comes from the factors `2^n - 2`. -/
def exponentialFactor (n : ℕ) : ℝ :=
  ((2 ^ (n + 2) - 2) ^ 3 * (2 ^ n - 2)) / ((2 ^ (n + 1) - 2) ^ 3 * (2 ^ (n + 3) - 2))
```

## (a) Sign of the exponential term

Show that for n ≥ 2

2^n − 2 > 0.

**Solution.** Powers of two increase, so 2^n ≥ 2² = 4 > 2.

```lean
lemma two_pow_sub_pos {n : ℕ} (hn : 2 ≤ n) : (0 : ℝ) < 2 ^ n - 2 := by
  have h : (2 : ℝ) ^ 2 ≤ 2 ^ n := pow_le_pow_right₀ (by norm_num) hn
  linarith
```

## (b) Positive coefficients

Show that for n ≥ 2

c_n > 0.

**Solution.** K, s/2, the double factorial and 4n are positive, and u_n is positive by (a). The Lean proof multiplies the same signs together.

```lean
/-- All Drude dispersion coefficients from `C6` on are positive. -/
theorem drudeC_pos {K s : ℝ} (hK : 0 < K) (hs : 0 < s) {n : ℕ} (hn : 2 ≤ n) :
    0 < drudeC K s n := by
  have hn0 : (0 : ℝ) < n := by exact_mod_cast (by omega : 0 < n)
  have hd : (0 : ℝ) < (((2 * n - 1)‼ : ℕ) : ℝ) := by
    exact_mod_cast Nat.doubleFactorial_pos _
  exact div_pos (mul_pos (mul_pos (mul_pos hK (pow_pos (by positivity) _)) hd)
    (two_pow_sub_pos hn)) (by positivity)
```

## (c) One step up the series

Show that for n ≥ 2

c_(n+1) = (s/2) (2n+1) n/(n+1) · (u_(n+1)/u_n) · c_n.

**Solution.** Raising n by one adds a factor s/2, multiplies the double factorial by 2n+1, and changes 1/(4n) to 1/(4(n+1)). The last factor changes from u_n to u_(n+1). In Lean, `Nat.doubleFactorial_add_two` supplies the factor 2n+1 and `field_simp` clears the fractions. This identity needs no sign condition on K or s.

```lean
/-- Each Drude coefficient is the preceding one times an explicit factor linear in `s`. -/
theorem drudeC_succ (K s : ℝ) (n : ℕ) (hn : 2 ≤ n) :
    drudeC K s (n + 1) = s / 2 * (2 * n + 1) * n / (n + 1) *
      ((2 ^ (n + 1) - 2) / (2 ^ n - 2)) * drudeC K s n := by
  have hx := (two_pow_sub_pos hn).ne'
  have hn0 : (n : ℝ) ≠ 0 := by exact_mod_cast (by omega : n ≠ 0)
  have hn1 : (n : ℝ) + 1 ≠ 0 := by positivity
  have h1 : 2 * (n + 1) - 1 = (2 * n - 1) + 2 := by omega
  have h2 : n + 1 - 2 = (n - 2) + 1 := by omega
  have h3 : (((2 * n - 1 + 2 : ℕ)) : ℝ) = 2 * n + 1 := by
    exact_mod_cast (by omega : 2 * n - 1 + 2 = 2 * n + 1)
  unfold drudeC
  rw [h1, h2, Nat.doubleFactorial_add_two, Nat.cast_mul, h3, pow_succ (s / 2),
    Nat.cast_add, Nat.cast_one]
  generalize (2 : ℝ) ^ n - 2 = a at hx ⊢
  generalize (2 : ℝ) ^ (n + 1) - 2 = b
  generalize (s / 2) ^ (n - 2) = p
  generalize (((2 * n - 1)‼ : ℕ) : ℝ) = d
  field_simp
```

## (d) Cancellation of K and s

Show that for n ≥ 2

R_n = A_n X_n.

**Solution.** Put r_n = c_(n+1)/c_n. Then E_n = r_(n+1)³ c_n and c_(n+3) = r_(n+2) r_(n+1) r_n c_n, hence

R_n = r_(n+1)² / (r_n r_(n+2)).

K has cancelled with c_n, and (s/2)² cancels between numerator and denominator. Inserting (c) leaves A_n X_n. The Lean proof applies (c) three times (`e1`, `e2`, `e3`) and cancels the nonzero c_n.

```lean
/-- The ratio of estimated to true coefficient is a function of the order `n` alone. -/
theorem recursionRatio_eq {K s : ℝ} (hK : 0 < K) (hs : 0 < s) {n : ℕ} (hn : 2 ≤ n) :
    recursionRatio K s n = algebraicFactor n * exponentialFactor n := by
  have e1 := drudeC_succ K s n hn
  have e2 : drudeC K s (n + 2) = s / 2 * (2 * n + 3) * (n + 1) / (n + 2) *
      ((2 ^ (n + 2) - 2) / (2 ^ (n + 1) - 2)) * drudeC K s (n + 1) := by
    have h := drudeC_succ K s (n + 1) (by omega)
    rw [show n + 1 + 1 = n + 2 from rfl] at h
    rw [h]; push_cast; ring
  have e3 : drudeC K s (n + 3) = s / 2 * (2 * n + 5) * (n + 2) / (n + 3) *
      ((2 ^ (n + 3) - 2) / (2 ^ (n + 2) - 2)) * drudeC K s (n + 2) := by
    have h := drudeC_succ K s (n + 2) (by omega)
    rw [show n + 2 + 1 = n + 3 from rfl] at h
    rw [h]; push_cast; ring
  have hc := (drudeC_pos hK hs hn).ne'
  have hn0 : (n : ℝ) ≠ 0 := by exact_mod_cast (by omega : n ≠ 0)
  have u0 := (two_pow_sub_pos hn).ne'
  have u1 := (two_pow_sub_pos (show 2 ≤ n + 1 by omega)).ne'
  have u2 := (two_pow_sub_pos (show 2 ≤ n + 2 by omega)).ne'
  have u3 := (two_pow_sub_pos (show 2 ≤ n + 3 by omega)).ne'
  -- express everything through the lowest coefficient, which then cancels with `s`
  unfold recursionRatio recursionEstimate algebraicFactor exponentialFactor
  rw [e3, e2, e1]
  clear e1 e2 e3
  generalize drudeC K s n = c at hc ⊢
  generalize (2 : ℝ) ^ n - 2 = a at u0 ⊢
  generalize (2 : ℝ) ^ (n + 1) - 2 = b at u1 ⊢
  generalize (2 : ℝ) ^ (n + 2) - 2 = d at u2 ⊢
  generalize (2 : ℝ) ^ (n + 3) - 2 = e at u3 ⊢
  field_simp
```

## (e) Limit of the rational factor

Show that

A_n → 1 as n → ∞.

**Solution.** Divide numerator and denominator by n⁶ and set t = 1/n:

A_n = (2+3t)²(1+t)³(1+3t) / [(2+t)(2+5t)(1+2t)³].

This is continuous at t = 0, with value 4/4 = 1. Lean composes that continuity with 1/n → 0.

```lean
lemma algebraicFactor_tendsto : Tendsto algebraicFactor atTop (𝓝 1) := by
  have hg : Tendsto (fun t : ℝ => ((2 + 3 * t) ^ 2 * (1 + t) ^ 3 * (1 + 3 * t)) /
      ((2 + t) * (2 + 5 * t) * (1 + 2 * t) ^ 3)) (𝓝 0) (𝓝 1) := by
    have h : ContinuousAt (fun t : ℝ => ((2 + 3 * t) ^ 2 * (1 + t) ^ 3 * (1 + 3 * t)) /
        ((2 + t) * (2 + 5 * t) * (1 + 2 * t) ^ 3)) 0 :=
      ContinuousAt.div (by fun_prop) (by fun_prop) (by norm_num)
    convert h.tendsto using 2
    norm_num
  have ht : Tendsto (fun n : ℕ => ((n : ℝ))⁻¹) atTop (𝓝 0) :=
    tendsto_inv_atTop_zero.comp tendsto_natCast_atTop_atTop
  refine (hg.comp ht).congr' ?_
  filter_upwards [eventually_ge_atTop 1] with n hn
  have hn0 : (n : ℝ) ≠ 0 := by exact_mod_cast (by omega : n ≠ 0)
  simp only [Function.comp, algebraicFactor]
  field_simp
```

## (f) Limit of the exponential factor

Show that

X_n → 1 as n → ∞.

**Solution.** Take 2^n out of every bracket and set y = 2^(−n):

X_n = (4−2y)³(1−2y) / [(2−2y)³(8−2y)].

At y = 0 this is 64/64 = 1, and continuity gives the limit, as in (e).

```lean
lemma exponentialFactor_tendsto : Tendsto exponentialFactor atTop (𝓝 1) := by
  have hg : Tendsto (fun y : ℝ => ((4 - 2 * y) ^ 3 * (1 - 2 * y)) /
      ((2 - 2 * y) ^ 3 * (8 - 2 * y))) (𝓝 0) (𝓝 1) := by
    have h : ContinuousAt (fun y : ℝ => ((4 - 2 * y) ^ 3 * (1 - 2 * y)) /
        ((2 - 2 * y) ^ 3 * (8 - 2 * y))) 0 :=
      ContinuousAt.div (by fun_prop) (by fun_prop) (by norm_num)
    convert h.tendsto using 2
    norm_num
  have hy : Tendsto (fun n : ℕ => (1 / 2 : ℝ) ^ n) atTop (𝓝 0) :=
    tendsto_pow_atTop_nhds_zero_of_lt_one (by norm_num) (by norm_num)
  refine (hg.comp hy).congr fun n => ?_
  have hxy : (2 : ℝ) ^ n * (1 / 2) ^ n = 1 := by rw [← mul_pow]; norm_num
  have hx : (2 : ℝ) ^ n ≠ 0 := by positivity
  simp only [Function.comp, exponentialFactor, pow_add]
  generalize (2 : ℝ) ^ n = x at hxy hx ⊢
  generalize (1 / 2 : ℝ) ^ n = y at hxy ⊢
  -- pull one power of `x = 2^n` out of each factor
  have a : x * 2 ^ 2 - 2 = x * (4 - 2 * y) := by linear_combination 2 * hxy
  have b : x - 2 = x * (1 - 2 * y) := by linear_combination 2 * hxy
  have c : x * 2 ^ 1 - 2 = x * (2 - 2 * y) := by linear_combination 2 * hxy
  have d : x * 2 ^ 3 - 2 = x * (8 - 2 * y) := by linear_combination 2 * hxy
  rw [a, b, c, d, ← mul_div_mul_left ((4 - 2 * y) ^ 3 * (1 - 2 * y))
    ((2 - 2 * y) ^ 3 * (8 - 2 * y)) (pow_ne_zero 4 hx)]
  congr 1 <;> ring
```

## (g) The value for C12 and the limit

Besides the identity of (d), show that

R_2 = 16807/17280 and R_n → 1.

**Solution.** A_2 = 147/128 and X_2 = 343/405; their product is 16807/17280, so the estimate of C12 is 2.7 percent low. The limit is the product of (e) and (f). Lean states all three facts for arbitrary fixed K, s > 0; since A_n X_n contains neither, the ratio is the same for every such pair.

```lean
/-- The ratio of estimated to true coefficient does not depend on `K` and `s`, equals
`16807/17280` for `C12`, and tends to one with increasing order. -/
theorem recursion_accuracy {K s : ℝ} (hK : 0 < K) (hs : 0 < s) :
    (∀ n, 2 ≤ n → recursionRatio K s n = algebraicFactor n * exponentialFactor n) ∧
    recursionRatio K s 2 = 16807 / 17280 ∧
    Tendsto (recursionRatio K s) atTop (𝓝 1) := by
  refine ⟨fun n hn => recursionRatio_eq hK hs hn, ?_, ?_⟩
  · rw [recursionRatio_eq hK hs le_rfl]
    norm_num [algebraicFactor, exponentialFactor]
  · have h := algebraicFactor_tendsto.mul exponentialFactor_tendsto
    rw [mul_one] at h
    refine h.congr' ?_
    filter_upwards [eventually_ge_atTop 2] with n hn
    exact (recursionRatio_eq hK hs hn).symm
```

## (h) A growth bound

Show that for n ≥ 4

(2n+3)² + 52 ≤ 16·2^n.

**Solution.** At n = 4 this reads 173 ≤ 256. From n to n+1 the left side grows by 8n+16, while the right side grows by 16·2^n ≥ 4n²+12n+61, which is larger. Induction finishes the proof; `nlinarith` does the comparison.

```lean
lemma growth_bound {n : ℕ} (hn : 4 ≤ n) : (2 * (n : ℝ) + 3) ^ 2 + 52 ≤ 16 * 2 ^ n := by
  induction n, hn using Nat.le_induction with
  | base => norm_num
  | succ n hn ih =>
    have h0 : (0 : ℝ) ≤ n := Nat.cast_nonneg n
    push_cast
    rw [pow_succ (2 : ℝ) n]
    nlinarith [sq_nonneg (n : ℝ)]
```

## (i) Overestimation from C14 on

Show that for n ≥ 3

c_(n+3) < E_n.

**Solution.** By (b) it suffices that R_n > 1. For n = 3, R_3 = 839808/818741 > 1.

For n ≥ 4 let N = (2n+3)², so (2n+1)(2n+5) = N−4. Since

(n+1)³(n+3) − n(n+2)³ = 2n+3 > 0,

we have A_n > N/(N−4), which is `h1`.

With x = 2^n, X_n = P/D, where

P = (2x−1)³(x−2), D = 2(x−1)³(4x−1), D − P = x(2x²−1).

The claim X_n > (N−4)/N is therefore N x(2x²−1) < 4D. By (h), N ≤ 16x−52, and

4D − (16x−52) x(2x²−1) = 136x² − 108x + 8 > 0.

This is `h2`. Multiplying the two bounds gives R_n > 1.

```lean
/-- From `C14` on, the recursion estimate is strictly larger than the true Drude coefficient. -/
theorem recursion_overestimates {K s : ℝ} (hK : 0 < K) (hs : 0 < s) {n : ℕ} (hn : 3 ≤ n) :
    drudeC K s (n + 3) < recursionEstimate K s n := by
  suffices h : 1 < recursionRatio K s n from
    (one_lt_div (drudeC_pos hK hs (by omega))).mp h
  rw [recursionRatio_eq hK hs (by omega)]
  rcases Nat.eq_or_lt_of_le hn with rfl | h4
  · norm_num [algebraicFactor, exponentialFactor]
  have hn0 : (0 : ℝ) < n := by exact_mod_cast (by omega : 0 < n)
  -- the algebraic factor is larger than `N / (N - 4)` with `N = (2n+3)^2`
  have h1 : (2 * (n : ℝ) + 3) ^ 2 / ((2 * n + 1) * (2 * n + 5)) < algebraicFactor n := by
    unfold algebraicFactor
    rw [div_lt_div_iff₀ (by positivity) (by positivity)]
    have : 0 < (2 * (n : ℝ) + 3) ^ 2 * ((2 * n + 1) * (2 * n + 5)) * (2 * n + 3) := by
      positivity
    linarith
  -- the exponential factor is larger than `(N - 4) / N`
  have h2 : ((2 * (n : ℝ) + 1) * (2 * n + 5)) / (2 * n + 3) ^ 2 < exponentialFactor n := by
    have u1 := two_pow_sub_pos (show 2 ≤ n + 1 by omega)
    have u3 := two_pow_sub_pos (show 2 ≤ n + 3 by omega)
    have hb := growth_bound (show 4 ≤ n by omega)
    have hx := two_pow_sub_pos (show 2 ≤ n by omega)
    unfold exponentialFactor
    rw [div_lt_div_iff₀ (by positivity) (mul_pos (pow_pos u1 3) u3)]
    simp only [pow_add (2 : ℝ) n]
    generalize (2 : ℝ) ^ n = x at hb hx ⊢
    have hq : 0 < 136 * x ^ 2 - 108 * x + 8 := by nlinarith
    have hc : 0 ≤ x * (2 * x ^ 2 - 1) := mul_nonneg (by linarith) (by nlinarith)
    have hm := mul_nonneg (sub_nonneg.mpr hb) hc
    linarith
  calc (1 : ℝ) = (2 * (n : ℝ) + 3) ^ 2 / ((2 * n + 1) * (2 * n + 5)) *
        (((2 * (n : ℝ) + 1) * (2 * n + 5)) / (2 * n + 3) ^ 2) := by field_simp
    _ < algebraicFactor n * exponentialFactor n :=
        mul_lt_mul'' h1 h2 (by positivity) (by positivity)

end

end DrudeDispersionRecursion
```

```lean
#print axioms DrudeDispersionRecursion.recursion_accuracy
#print axioms DrudeDispersionRecursion.recursion_overestimates
```

```
'DrudeDispersionRecursion.recursion_accuracy' depends on axioms: [propext, Classical.choice, Quot.sound]
'DrudeDispersionRecursion.recursion_overestimates' depends on axioms: [propext, Classical.choice, Quot.sound]
```
